# For 0 ≤ q < 1 the Creator of a q-Deformed Oscillator Is Bounded on Its Ladder States

Adding a quantum to an oscillator mode that already holds $n$ quanta has amplitude $\sqrt{n+1}$, which grows without limit, so the ordinary bosonic creator is unbounded. If the annihilator $a$ and the creator $b$ obey the deformed rule $ab-q\,ba=1$ with $0\le q<1$ instead, the amplitudes never exceed $1/\sqrt{1-q}$, and the creator is bounded on the finite superpositions of the states that it builds from the vacuum.

```lean
import Mathlib

open Finset Filter

namespace QOscillator

noncomputable section

/-- The q-number `[n] = 1 + q + ... + q^(n-1)`. -/
def qNumber (q : ℝ) (n : ℕ) : ℝ := ∑ k ∈ range n, q ^ k

/-- The q-factorial `[n]! = [1][2]...[n]`. -/
def qFactorial (q : ℝ) (n : ℕ) : ℝ := ∏ k ∈ range n, qNumber q (k + 1)

variable {E : Type*} [NormedAddCommGroup E] [InnerProductSpace ℂ E]

/-- A q-deformed oscillator: mutually adjoint operators `a`, `b` with `ab - q ba = 1`,
and a unit vector `v` annihilated by `a`. -/
structure IsQOscillator (q : ℝ) (a b : Module.End ℂ E) (v : E) : Prop where
  adjoint : ∀ x y, inner ℂ (a x) y = inner ℂ x (b y)
  comm : a * b - (q : ℂ) • (b * a) = 1
  vacuum : a v = 0
  unit : ‖v‖ = 1

/-- The finite superpositions of the states `b^n v`. -/
def ladderSpan (b : Module.End ℂ E) (v : E) : Submodule ℂ E :=
  Submodule.span ℂ (Set.range fun n : ℕ => (b ^ n) v)

/-- The q-numbers obey the recursion `[n+1] = 1 + q [n]`. -/
theorem qNumber_succ (q : ℝ) (n : ℕ) : qNumber q (n + 1) = 1 + q * qNumber q n := by
  unfold qNumber
  rw [sum_range_succ', mul_sum, pow_zero, add_comm]
  congr 1
  exact sum_congr rfl fun k _ => pow_succ' q k

variable {q : ℝ} {a b : Module.End ℂ E} {v : E}

/-- The annihilator removes one quantum: `a b^(n+1) v = [n+1] b^n v`. -/
theorem lower_ladder (h : IsQOscillator q a b v) (n : ℕ) :
    a ((b ^ (n + 1)) v) = (qNumber q (n + 1) : ℂ) • (b ^ n) v := by
  have hc : ∀ x, a (b x) = x + (q : ℂ) • b (a x) := fun x =>
    sub_eq_iff_eq_add.1 (LinearMap.congr_fun h.comm x)
  induction n with
  | zero => simp [hc, h.vacuum, qNumber]
  | succ n ih =>
    -- move `a` past one creator and use the previous level
    rw [pow_succ' b (n + 1), Module.End.mul_apply, hc, ih, map_smul,
      ← Module.End.mul_apply, ← pow_succ', qNumber_succ q (n + 1)]
    push_cast
    module

/-- The states `b^n v` are orthogonal, with squared norms the q-factorials. -/
theorem inner_ladder (h : IsQOscillator q a b v) (m n : ℕ) :
    inner ℂ ((b ^ m) v) ((b ^ n) v) = if m = n then (qFactorial q n : ℂ) else 0 := by
  have h0 : ∀ n, inner ℂ v ((b ^ (n + 1)) v) = 0 := fun n => by
    rw [pow_succ', Module.End.mul_apply, ← h.adjoint, h.vacuum, inner_zero_left]
  induction m generalizing n with
  | zero =>
    cases n with
    | zero => simp [qFactorial, inner_self_eq_norm_sq_to_K, h.unit]
    | succ n => simpa using h0 n
  | succ m ih =>
    cases n with
    | zero =>
      rw [← inner_conj_symm, pow_zero, Module.End.one_apply, h0]
      simp
    | succ n =>
      -- the creator on the right becomes an annihilator on the left
      rw [pow_succ' b n, Module.End.mul_apply, ← h.adjoint, lower_ladder h,
        inner_smul_left, ih, Complex.conj_ofReal]
      by_cases hmn : m = n
      · subst hmn
        simp [qFactorial, prod_range_succ, mul_comm]
      · simp [hmn]

/-- The squared norm of a superposition of the states `b^(n+k) v` is the sum of the
`|c_n|^2` weighted with the q-factorials `[n+k]!`. -/
theorem norm_sq_superposition (h : IsQOscillator q a b v) (s : Finset ℕ) (c : ℕ → ℂ)
    (k : ℕ) : ‖∑ n ∈ s, c n • (b ^ (n + k)) v‖ ^ 2
      = ∑ n ∈ s, ‖c n‖ ^ 2 * qFactorial q (n + k) := by
  have hi : inner ℂ (∑ n ∈ s, c n • (b ^ (n + k)) v) (∑ n ∈ s, c n • (b ^ (n + k)) v)
      = ((∑ n ∈ s, ‖c n‖ ^ 2 * qFactorial q (n + k) : ℝ) : ℂ) := by
    rw [sum_inner, Complex.ofReal_sum]
    refine sum_congr rfl fun m hm => ?_
    -- only the diagonal term survives
    rw [inner_sum, sum_eq_single m]
    · rw [inner_smul_left, inner_smul_right, inner_ladder h, if_pos rfl]
      push_cast
      rw [← Complex.conj_mul']
      ring
    · intro n _ hn
      rw [inner_smul_left, inner_smul_right, inner_ladder h, if_neg (by omega)]
      simp
    · exact fun hm' => absurd hm hm'
  rw [← inner_self_eq_norm_sq (𝕜 := ℂ), hi]
  exact Complex.ofReal_re _

/-- For `0 ≤ q < 1` the creator is bounded on the span of the states `b^n v`:
`‖b w‖^2 ≤ ‖w‖^2 / (1 - q)`. -/
theorem creator_bounded (h : IsQOscillator q a b v) (h0 : 0 ≤ q) (h1 : q < 1)
    {w : E} (hw : w ∈ ladderSpan b v) : ‖b w‖ ^ 2 ≤ ‖w‖ ^ 2 / (1 - q) := by
  obtain ⟨c, rfl⟩ := Finsupp.mem_span_range_iff_exists_finsupp.1 hw
  have hb : b (c.sum fun n z => z • (b ^ n) v)
      = ∑ n ∈ c.support, c n • (b ^ (n + 1)) v := by
    rw [Finsupp.sum, map_sum]
    exact sum_congr rfl fun n _ => by rw [map_smul, pow_succ', Module.End.mul_apply]
  have hn := norm_sq_superposition h c.support c 0
  simp only [add_zero] at hn
  rw [hb, norm_sq_superposition h, Finsupp.sum, hn, le_div_iff₀ (by linarith), sum_mul]
  refine sum_le_sum fun n _ => ?_
  have hF : 0 ≤ qFactorial q n :=
    prod_nonneg fun k _ => sum_nonneg fun i _ => pow_nonneg h0 i
  -- the geometric sum keeps every q-number at most `1 / (1 - q)`
  have hg : (1 - q) * qNumber q (n + 1) = 1 - q ^ (n + 1) := mul_neg_geom_sum q (n + 1)
  have hle : (1 - q) * qNumber q (n + 1) ≤ 1 := by linarith [pow_nonneg h0 (n + 1)]
  have hs : qFactorial q (n + 1) = qFactorial q n * qNumber q (n + 1) :=
    prod_range_succ _ _
  rw [hs]
  linarith [mul_le_mul_of_nonneg_left hle (mul_nonneg (sq_nonneg ‖c n‖) hF)]

/-- For `q ≥ 0` each state `b^n v` is nonzero, and the creator multiplies its squared norm
by `[n+1]`. -/
theorem ladder_step (h : IsQOscillator q a b v) (h0 : 0 ≤ q) (n : ℕ) :
    0 < ‖(b ^ n) v‖ ^ 2 ∧
      ‖b ((b ^ n) v)‖ ^ 2 = qNumber q (n + 1) * ‖(b ^ n) v‖ ^ 2 := by
  have hn : ∀ n, ‖(b ^ n) v‖ ^ 2 = qFactorial q n := fun n => by
    rw [← inner_self_eq_norm_sq (𝕜 := ℂ), inner_ladder h, if_pos rfl]
    exact Complex.ofReal_re _
  constructor
  · rw [hn]
    refine prod_pos fun k _ => ?_
    have hk : 0 ≤ qNumber q k := sum_nonneg fun i _ => pow_nonneg h0 i
    rw [qNumber_succ]
    positivity
  · rw [← Module.End.mul_apply, ← pow_succ', hn, hn, qFactorial, prod_range_succ, mul_comm]
    rfl

/-- For `0 ≤ q < 1`, any constant `C` with `‖b w‖^2 ≤ C * ‖w‖^2` for all `w` in the span of the
states `b^n v` is at least `1 / (1 - q)`. -/
theorem bound_sharp (h : IsQOscillator q a b v) (h0 : 0 ≤ q) (h1 : q < 1) {C : ℝ}
    (hC : ∀ w ∈ ladderSpan b v, ‖b w‖ ^ 2 ≤ C * ‖w‖ ^ 2) : 1 / (1 - q) ≤ C := by
  have ht : Tendsto (fun n => qNumber q (n + 1)) atTop (nhds (1 - q)⁻¹) :=
    (tendsto_add_atTop_iff_nat 1).2 (hasSum_geometric_of_lt_one h0 h1).tendsto_sum_nat
  rw [one_div]
  refine le_of_tendsto' ht fun n => ?_
  obtain ⟨hp, hs⟩ := ladder_step h h0 n
  have hw := hC _ (Submodule.subset_span ⟨n, rfl⟩)
  exact le_of_mul_le_mul_right (hs ▸ hw) hp

/-- The creator `|n⟩ ↦ √[n+1] |n+1⟩` in a basis `e` of number states, for `q ≥ 0`. -/
def raising (e : Module.Basis ℕ ℂ E) (q : ℝ) : Module.End ℂ E :=
  e.constr ℂ fun n => (√(qNumber q (n + 1)) : ℂ) • e (n + 1)

/-- The annihilator `|n⟩ ↦ √[n] |n-1⟩`, with `|0⟩ ↦ 0`, for `q ≥ 0`. -/
def lowering (e : Module.Basis ℕ ℂ E) (q : ℝ) : Module.End ℂ E :=
  e.constr ℂ fun n => (√(qNumber q n) : ℂ) • e (n - 1)

/-- For `q ≥ 0` and an orthonormal basis of number states, `lowering` and `raising` with the
state `|0⟩` form a q-deformed oscillator. -/
theorem isQOscillator_of_basis {e : Module.Basis ℕ ℂ E} (he : Orthonormal ℂ e)
    (h0 : 0 ≤ q) : IsQOscillator q (lowering e q) (raising e q) (e 0) := by
  have hb : ∀ n, raising e q (e n) = (√(qNumber q (n + 1)) : ℂ) • e (n + 1) :=
    fun n => e.constr_basis ℂ _ n
  have ha : ∀ n, lowering e q (e n) = (√(qNumber q n) : ℂ) • e (n - 1) :=
    fun n => e.constr_basis ℂ _ n
  have hs : ∀ n, (√(qNumber q n) : ℂ) * (√(qNumber q n) : ℂ) = (qNumber q n : ℂ) := by
    intro n
    have hn : 0 ≤ qNumber q n := sum_nonneg fun i _ => pow_nonneg h0 i
    rw [← Complex.ofReal_mul, Real.mul_self_sqrt hn]
  have hin := orthonormal_iff_ite.1 he
  refine ⟨fun x y => ?_, e.ext fun n => ?_, by rw [ha]; simp [qNumber], he.1 0⟩
  · -- adjointness is checked on number states and extended linearly
    refine Submodule.span_induction
      (p := fun x _ => inner ℂ (lowering e q x) y = inner ℂ x (raising e q y)) ?_ (by simp)
      (fun x z _ _ hx hz => by simp only [map_add, inner_add_left, hx, hz])
      (fun c x _ hx => by simp only [map_smul, inner_smul_left, hx]) (e.mem_span x)
    rintro _ ⟨m, rfl⟩
    refine Submodule.span_induction
      (p := fun y _ => inner ℂ (lowering e q (e m)) y = inner ℂ (e m) (raising e q y))
      ?_ (by simp) (fun y z _ _ hy hz => by simp only [map_add, inner_add_right, hy, hz])
      (fun c y _ hy => by simp only [map_smul, inner_smul_right, hy]) (e.mem_span y)
    rintro _ ⟨n, rfl⟩
    rw [ha, hb, inner_smul_left, inner_smul_right, hin, hin, Complex.conj_ofReal]
    cases m with
    | zero => simp [qNumber]
    | succ k => by_cases hk : k = n <;> simp [hk]
  · change lowering e q (raising e q (e n)) - (q : ℂ) • raising e q (lowering e q (e n)) = e n
    have hba : raising e q (lowering e q (e n)) = (qNumber q n : ℂ) • e n := by
      cases n with
      | zero => rw [ha]; simp [qNumber]
      | succ k => rw [ha, map_smul, Nat.add_sub_cancel, hb, smul_smul, hs]
    rw [hba, hb, map_smul, ha, Nat.add_sub_cancel, smul_smul, hs, qNumber_succ]
    push_cast
    module

/-- The standard basis of the square-summable sequences. -/
def stdBasis : HilbertBasis ℕ ℂ (lp (fun _ : ℕ => ℂ) 2) :=
  HilbertBasis.ofRepr (LinearIsometryEquiv.refl ℂ _)

/-- The standard basis vectors, as a basis of their finite superpositions. -/
def numberState : Module.Basis ℕ ℂ (Submodule.span ℂ (Set.range stdBasis)) :=
  Module.Basis.span stdBasis.orthonormal.linearIndependent

/-- For every `q ≥ 0` the finite superpositions of the standard basis vectors of the
square-summable sequences carry a q-deformed oscillator. -/
theorem isQOscillator_witness (h0 : 0 ≤ q) :
    IsQOscillator q (lowering numberState q) (raising numberState q) (numberState 0) := by
  have hcoe : ∀ n, (numberState n : lp (fun _ : ℕ => ℂ) 2) = stdBasis n := fun n => by
    rw [numberState, Module.Basis.span_apply]
  refine isQOscillator_of_basis (orthonormal_iff_ite.2 fun m n => ?_) h0
  rw [Submodule.coe_inner, hcoe, hcoe]
  exact orthonormal_iff_ite.1 stdBasis.orthonormal m n

end

end QOscillator
```

```lean
#print axioms QOscillator.creator_bounded
-- 'QOscillator.creator_bounded' depends on axioms: [propext, Classical.choice, Quot.sound]
#print axioms QOscillator.bound_sharp
-- 'QOscillator.bound_sharp' depends on axioms: [propext, Classical.choice, Quot.sound]
```

## Norms on the ladder and the best constant

The creator is called $b$ here, where textbooks write $a^\dagger$. The vacuum is $v$, and the q-number and q-factorial are

$$[n]=1+q+\dots+q^{n-1},\qquad [n]!=[1][2]\cdots[n],$$

with $[0]=0$ and $[0]!=1$. Part of the literature uses a different, symmetric q-number, $(q^n-q^{-n})/(q-q^{-1})$, which belongs to a different commutation rule.

The structure `IsQOscillator q a b v` collects four assumptions: $\langle ax,y\rangle=\langle x,by\rangle$ for all $x,y$; $ab-q\,ba=1$; $av=0$; and $\|v\|=1$. The first three results below follow from these assumptions, and the fourth shows that the assumptions can be met.

- `inner_ladder`: $\langle b^m v,b^n v\rangle=\delta_{mn}[n]!$, with $q$ any real number.
- `creator_bounded`: if $0\le q<1$, then $\|bw\|^2\le\|w\|^2/(1-q)$ for every $w$ in `ladderSpan b v`, the set of finite superpositions of the $b^n v$.
- `bound_sharp`: for the same $q$, any $C$ with $\|bw\|^2\le C\|w\|^2$ on that span satisfies $C\ge 1/(1-q)$.
- `isQOscillator_witness`: for every $q\ge0$ such an oscillator exists.

The states $b^n v$ have squared norm $[n]!$, which in general differs from 1. For $q\ge0$ the number states are $|n\rangle=b^n v/\sqrt{[n]!}$, and on them $b|n\rangle=\sqrt{[n+1]}\,|n+1\rangle$.

## A mode between a pure shift and a boson

The space `E` is a complex inner product space that need not be complete, and `Module.End ℂ E` is the type of linear maps from `E` to itself, with composition as product. No continuity is assumed. `E` therefore plays the part of a common domain on which both operators act. For $q=1$ this freedom is necessary, because mutually adjoint operators defined on all of a Hilbert space are automatically bounded.

The parameter $q$ sets how strongly the quanta already present enhance the addition of the next one. The enhancement factor is $[n+1]=1+q[n]$, so each level passes on a fraction $q$ of its own factor. At $q=1$ the factor is the bosonic $n+1$, and `ladder_step` then shows that no finite constant can bound the creator. At $q=0$ every factor is 1, the creator only shifts $|n\rangle$ to $|n+1\rangle$, and on the number states the annihilator acts as the Susskind–Glogower exponential phase operator of a single mode. The deformed rule thus places this exponential phase operator and the bosonic annihilator in one family.

That a given physical mode obeys the deformed rule with some value of $q$ is an assumption about that mode. The bound itself is stated for finite superpositions; passing to their limits is the usual extension by continuity.

## From the commutation rule to the bound

**One quantum down.** Splitting off the first term of the sum gives $[n+1]=1+q[n]$, which is `qNumber_succ`. The commutation rule reads $abx=x+q\,bax$ for every $x$, recorded as `hc` in `lower_ladder`. Since $av=0$, it gives $abv=v=[1]v$. If $ab^{n+1}v=[n+1]b^n v$, then

$$ab^{n+2}v=b^{n+1}v+q\,b\,(ab^{n+1}v)=(1+q[n+1])\,b^{n+1}v=[n+2]\,b^{n+1}v .$$

The rewrite chain in the `succ` case carries out these equalities in this order, and `module` collects the coefficients.

**Orthogonality and norms.** First, $\langle v,b^{n+1}v\rangle=\langle av,b^n v\rangle=0$, which is `h0` in `inner_ladder`; complex conjugation gives the same with the arguments exchanged. For two excited states,

$$\langle b^{m+1}v,b^{n+1}v\rangle=\langle ab^{m+1}v,b^n v\rangle=[m+1]\,\langle b^m v,b^n v\rangle .$$

Induction on $m$, with $n$ left free, reduces every inner product to one that contains the vacuum. Off the diagonal the result is zero. On it, the factors multiply up to $[m+1][m]!=[m+1]!$.

**Superpositions.** Let $w=\sum_n c_n b^n v$ be a finite sum. Expanding the inner product leaves only diagonal terms:

$$\|w\|^2=\sum_{m,n}\overline{c_m}\,c_n\langle b^m v,b^n v\rangle=\sum_n|c_n|^2[n]!,\qquad \|bw\|^2=\sum_n|c_n|^2[n+1]! .$$

Both formulas come from `norm_sq_superposition`, whose extra index `k` shifts the ladder: `k = 0` gives $w$ and `k = 1` gives $bw$. In its proof `sum_eq_single` discards the off-diagonal terms.

**The bound.** The geometric sum gives $(1-q)[n+1]=1-q^{n+1}\le1$ for $q\ge0$. With $[n+1]!=[n]!\,[n+1]$,

$$(1-q)\|bw\|^2=\sum_n|c_n|^2[n]!\,(1-q)[n+1]\le\sum_n|c_n|^2[n]!=\|w\|^2 ,$$

and dividing by $1-q>0$ finishes the argument. In `creator_bounded` the division is cleared first by `le_div_iff₀`, and `sum_le_sum` then compares the sums term by term.

**Sharpness.** Take $w=b^n v$. By `ladder_step`, $\|bw\|^2=[n+1]\|w\|^2$, and $\|w\|^2=[n]!>0$ because each factor $[k+1]=1+q[k]$ is at least 1. A constant $C$ that bounds the creator therefore satisfies $[n+1]\le C$ for every $n$. As $n$ grows, $[n+1]$ tends to $1/(1-q)$, and `le_of_tendsto'` carries the inequality to the limit.

**An explicit oscillator.** On an orthonormal basis $|n\rangle$, set $b|n\rangle=\sqrt{[n+1]}\,|n+1\rangle$ and $a|n\rangle=\sqrt{[n]}\,|n-1\rangle$, with $a|0\rangle=0$; these are `raising` and `lowering`. Lean's natural-number subtraction makes $0-1$ equal to $0$, which is harmless here since the coefficient $\sqrt{[0]}$ vanishes. Then $ab|n\rangle=[n+1]|n\rangle$ and $ba|n\rangle=[n]|n\rangle$, so

$$(ab-q\,ba)|n\rangle=([n+1]-q[n])|n\rangle=|n\rangle .$$

The operators are mutually adjoint because the inner product of $a|m\rangle$ with $|n\rangle$ and that of $|m\rangle$ with $b|n\rangle$ both equal $\sqrt{[n+1]}\,\delta_{m,n+1}$. The theorem `isQOscillator_of_basis` checks this on basis vectors and extends it linearly. The witness uses the standard basis vectors of the square-summable sequences, with their finite superpositions as `E`.

## Coefficients from membership in a span

The hypothesis of `creator_bounded` says only that `w` lies in a span, while the estimate above is written in terms of the coefficients $c_n$. The Mathlib lemma `Finsupp.mem_span_range_iff_exists_finsupp` supplies them. It states that a vector lies in the span of a family exactly when some finitely supported function `c` has the vector as its weighted sum. The pattern `⟨c, rfl⟩` then replaces `w` by that sum everywhere, and `c.support` is the finite index set that `norm_sq_superposition` expects.

The more common tool for spans, `Submodule.span_induction`, proves a property for the generators and shows that it survives sums and scalar multiples. It serves well for adjointness in `isQOscillator_of_basis`, since both sides of $\langle ax,y\rangle=\langle x,by\rangle$ are linear in $y$ and conjugate-linear in $x$. The norm bound does not pass to sums in this way: knowing it for $x$ and for $y$ separately does not give it for $x+y$ with the same constant. The proof here uses the orthogonality of the whole ladder instead, and so works with all the coefficients together.
